# Absence of single excitations does not make a determinant one of maximum overlap

The theorem concerns a two-electron wavefunction over a real, four-dimensional orbital space, Ψ = 2 e₀∧e₁ + e₂∧e₃, which is not normalised. It states that the orthonormal pair e₂, e₃ has non-zero amplitude in Ψ, and that the amplitude vanishes whenever one of the two orbitals is replaced by a vector orthogonal to both, yet some other orthonormal pair gives an amplitude of larger absolute value. The attempt writes Ψ out in coordinates, checks the first claims directly, and refutes maximality by comparing the amplitude 1 of e₂, e₃ with the amplitude 2 of e₀, e₁; for Ψ normalised these would be 1/√5 and 2/√5.

The first attempt, which Lean rejects:

```lean
import Mathlib

open Function Module

namespace NoSinglesNotMaximal

noncomputable section

variable {E : Type*} [NormedAddCommGroup E] [InnerProductSpace ℝ E] {k : ℕ}

/-- The amplitude of the wavefunction `Ψ` on the orbitals `v` with the orbital `v i`
replaced by `w`. -/
def single (Ψ : E [⋀^Fin k]→ₗ[ℝ] ℝ) (v : Fin k → E) (i : Fin k) (w : E) : ℝ :=
  Ψ (update v i w)

/-- The orbitals `v` are orthonormal, and no orthonormal `k`-tuple gives a larger
absolute value of `Ψ`. -/
def IsMaxOverlap (Ψ : E [⋀^Fin k]→ₗ[ℝ] ℝ) (v : Fin k → E) : Prop :=
  Orthonormal ℝ v ∧ ∀ u : Fin k → E, Orthonormal ℝ u → |Ψ u| ≤ |Ψ v|

/-- The two-electron determinant built from the coordinate orbitals `p` and `q` of a
four-dimensional orbital space, as an alternating form. -/
def pairDet (p q : Fin 4) : EuclideanSpace ℝ (Fin 4) [⋀^Fin 2]→ₗ[ℝ] ℝ :=
  Matrix.detRowAlternating.compLinearMap
    { toFun := fun x => ![x p, x q]
      map_add' := fun x y => by ext i; fin_cases i <;> simp
      map_smul' := fun c x => by ext i; fin_cases i <;> simp }

/-- Absence of single excitations does not imply maximum overlap: for the wavefunction
`2 e₀ ∧ e₁ + e₂ ∧ e₃` the orthonormal pair `e₂, e₃` has non-zero amplitude and no single
excitations, but does not maximise the overlap. -/
theorem no_singles_not_maximal :
    let Ψ := (2 : ℝ) • pairDet 0 1 + pairDet 2 3
    let v : Fin 2 → EuclideanSpace ℝ (Fin 4) :=
      ![EuclideanSpace.single 2 1, EuclideanSpace.single 3 1]
    Orthonormal ℝ v ∧ Ψ v ≠ 0 ∧
      (∀ i w, (∀ j, inner ℝ (v j) w = 0) → single Ψ v i w = 0) ∧ ¬ IsMaxOverlap Ψ v := by
  intro Ψ v
  have hΨ : ∀ u, Ψ u = 2 * (u 0 0 * u 1 1 - u 0 1 * u 1 0)
      + (u 0 2 * u 1 3 - u 0 3 * u 1 2) := by
    intro u
    have hd : ∀ p q, pairDet p q u = u 0 p * u 1 q - u 0 q * u 1 p :=
      fun p q => Matrix.det_fin_two _
    change 2 * pairDet 0 1 u + pairDet 2 3 u = _
    rw [hd, hd]
  have hv1 : Ψ v = 1 := by
    rw [hΨ]
    simp [v]
  have horth : ∀ p q : Fin 4, p ≠ q → Orthonormal ℝ
      ![EuclideanSpace.single p (1 : ℝ), EuclideanSpace.single q (1 : ℝ)] := by
    intro p q hpq
    rw [orthonormal_iff_ite]
    intro i j
    fin_cases i <;> fin_cases j <;>
      simp [EuclideanSpace.inner_single_left, hpq, hpq.symm]
  refine ⟨horth 2 3 (by decide), by rw [hv1]; exact one_ne_zero, ?_, ?_⟩
  · intro i w hw
    have h2 : w 2 = 0 := by simpa [v, EuclideanSpace.inner_single_left] using hw 0
    have h3 : w 3 = 0 := by simpa [v, EuclideanSpace.inner_single_left] using hw 1
    rw [single, hΨ]
    fin_cases i <;> simp [v, h2, h3]
  · -- the pair e₀, e₁ has twice the overlap
    intro h
    have h01 := h.2 _ (horth 0 1 (by decide))
    rw [hv1, hΨ] at h01
    norm_num at h01

end

end NoSinglesNotMaximal
```

The error:

```
Main.lean:62:2: error: unsolved goals
case refine_2
Ψ : EuclideanSpace ℝ (Fin 4) [⋀^Fin 2]→ₗ[ℝ] ℝ := 2 • pairDet 0 1 + pairDet 2 3
v : Fin 2 → EuclideanSpace ℝ (Fin 4) := ![EuclideanSpace.single 2 1, EuclideanSpace.single 3 1]
hΨ :
  ∀ (u : Fin 2 → EuclideanSpace ℝ (Fin 4)),
    Ψ u =
      2 * ((u 0).ofLp 0 * (u 1).ofLp 1 - (u 0).ofLp 1 * (u 1).ofLp 0) +
        ((u 0).ofLp 2 * (u 1).ofLp 3 - (u 0).ofLp 3 * (u 1).ofLp 2)
hv1 : Ψ v = 1
horth : ∀ (p q : Fin 4), p ≠ q → Orthonormal ℝ ![EuclideanSpace.single p 1, EuclideanSpace.single q 1]
h : IsMaxOverlap Ψ v
h01 : |2 + ((if 3 = 1 then if 2 = 0 then 1 else 0 else 0) - if 2 = 1 then if 3 = 0 then 1 else 0 else 0)| ≤ 1
⊢ False
```

What went wrong. The error says that the last part of the proof ends with `False` still to be shown. The hypothesis `h01` should have become |2| ≤ 1, which is absurd, but it still contains `if` expressions with conditions such as `3 = 1` and `2 = 0`. These compare orbital indices in `Fin 4`, and come from the coordinates of e₀ and e₁. `norm_num` does not run the simplification procedures by which `simp` decides equalities of `Fin` literals, and its own way of proving two numerals different needs characteristic zero, which `Fin 4` lacks. So the second determinant's contribution was never reduced to zero.

The repair first proves, as `hv2`, that the amplitude of e₀, e₁ is 2, using `hΨ` and then `simp`, which does decide those conditions. Rewriting with `hv2` in place of `hΨ` turns `h01` into |2| ≤ 1, with no indices left in it, and `norm_num` refutes that. The type now written on `h01` only spells out the inequality that `h.2` already gave, and is tidying.

The repair, with which the file compiles:

```diff
@@ -62,6 +62,10 @@
   · -- the pair e₀, e₁ has twice the overlap
     intro h
-    have h01 := h.2 _ (horth 0 1 (by decide))
-    rw [hv1, hΨ] at h01
+    have hv2 : Ψ ![EuclideanSpace.single 0 (1 : ℝ), EuclideanSpace.single 1 (1 : ℝ)] = 2 := by
+      rw [hΨ]
+      simp
+    have h01 : |Ψ ![EuclideanSpace.single 0 (1 : ℝ), EuclideanSpace.single 1 (1 : ℝ)]|
+        ≤ |Ψ v| := h.2 _ (horth 0 1 (by decide))
+    rw [hv1, hv2] at h01
     norm_num at h01
 
```
